# For a mean-field two-matrix, the Brillouin condition says that the one-matrix commutes with the transposed Fock matrix

A self-consistent-field program often judges convergence by the commutator \(fD-Df\) of the Fock matrix and the density matrix in an orthonormal basis. For finitely many spin-orbitals and a two-matrix without correlation beyond exchange, the entries of this commutator are expectation values of commutators with the full interacting Hamiltonian.

Let \(a_i\) and \(a_i^*\) be fermionic annihilators and creators, and let \(H\) consist of one-body terms and a pair interaction that is unchanged when the two particles are relabelled. Let \(w\) be an expectation value with such a two-matrix, \(f\) the Fock matrix and \(g(i,k)=w(a_i^*a_k)\), so that \(D=g^T\). Then

\[
w([a_p^*a_q,H])=(g f^T-f^T g)(p,q)=(fD-Df)(q,p).
\]

The Brillouin condition asks that these expectation values vanish for all \(p,q\). The orbital labels form a finite type `ι`, and the operators live in any complex algebra `A`.

In Lean 4 with Mathlib:

```lean
import Mathlib

open Matrix

namespace MeanFieldBrillouin

noncomputable section

variable {ι A : Type*} [Fintype ι] [DecidableEq ι] [Ring A] [Algebra ℂ A]
```

## The Hamiltonian and its Fock matrix

The creators `c` are a separate family, tied to the annihilators `a` only by the anticommutation relations. The Kronecker delta in `mixed` expresses orthonormality of the orbitals.

```lean
/-- The canonical anticommutation relations for annihilators `a` and creators `c`. -/
structure CAR {ι A : Type*} [DecidableEq ι] [Ring A] (a c : ι → A) : Prop where
  annih : ∀ i j, a i * a j + a j * a i = 0
  creat : ∀ i j, c i * c j + c j * c i = 0
  mixed : ∀ i j, a i * c j + c j * a i = if i = j then 1 else 0
```

The Hamiltonian is

\[
H=\sum_{ik}h(i,k)\,a_i^*a_k+\tfrac12\sum_{ijkl}V(ij,kl)\,a_i^*a_j^*a_la_k .
\]

The reversed order \(a_la_k\) pairs \(i\) with \(k\) and \(j\) with \(l\). Hermiticity of \(h\) or \(V\) is not required.

```lean
/-- The Hamiltonian with one-body matrix `h` and two-body interaction `V`. -/
def hamiltonian (h : Matrix ι ι ℂ) (V : ι → ι → ι → ι → ℂ) (a c : ι → A) : A :=
  ∑ i, ∑ k, h i k • (c i * a k) +
    (1 / 2 : ℂ) • ∑ i, ∑ j, ∑ k, ∑ l, V i j k l • (c i * c j * a l * a k)

/-- The one-particle density matrix `g(i,k) = w(a_i* a_k)`. -/
def oneMatrix (w : A →ₗ[ℂ] ℂ) (a c : ι → A) : Matrix ι ι ℂ :=
  Matrix.of fun i k => w (c i * a k)
```

The next two definitions give the antisymmetrised product and the condition that the two-matrix equals it.

```lean
/-- The antisymmetrised product `g(i,k) g(j,l) - g(i,l) g(j,k)`. -/
def wedge (g : Matrix ι ι ℂ) (i j k l : ι) : ℂ := g i k * g j l - g i l * g j k

/-- The two-matrix of `w` is the antisymmetrised product of its one-matrix. -/
def MeanField (w : A →ₗ[ℂ] ℂ) (a c : ι → A) : Prop :=
  ∀ i j k l, w (c i * c j * a l * a k) = wedge (oneMatrix w a c) i j k l
```

The Fock matrix is \(f=h+u\), where \(u(i,k)=\sum_{jl}(V(ij,kl)-V(ij,lk))\,g(j,l)\) is Coulomb minus exchange.

```lean
/-- The Fock matrix: the one-body matrix plus Coulomb minus exchange terms in the field of `g`. -/
def fock (h : Matrix ι ι ℂ) (V : ι → ι → ι → ι → ℂ) (g : Matrix ι ι ℂ) : Matrix ι ι ℂ :=
  Matrix.of fun i k => h i k + ∑ j, ∑ l, (V i j k l - V i j l k) * g j l
```

## Anticommutation relations: a hop replaces one orbital

The hypothesis `CAR` says that the particles are fermions. By hand, it gives

\[
a_p^*a_qa_i^*=\delta_{qi}a_p^*-a_p^*a_i^*a_q=\delta_{qi}a_p^*+a_i^*a_p^*a_q,
\]

so \([a_p^*a_q,a_i^*]=\delta_{qi}a_p^*\). Likewise,

\[
a_ka_p^*a_q-a_p^*a_qa_k=(a_ka_p^*+a_p^*a_k)a_q=\delta_{kp}a_q .
\]

These are the next two lemmas. Each is a linear combination of two anticommutation relations, multiplied by the remaining operators.

```lean
omit [Fintype ι] [Algebra ℂ A] in
/-- The commutator of the hop `a_p* a_q` with a creator `a_i*` is `a_p*` if `q = i`, else zero. -/
theorem hop_creator {a c : ι → A} (hc : CAR a c) (p q i : ι) :
    c p * a q * c i - c i * (c p * a q) = if q = i then c p else 0 := by
  have h := hc.mixed q i
  split_ifs at h ⊢ <;>
    linear_combination (norm := noncomm_ring) c p * h - hc.creat p i * a q

omit [Fintype ι] [Algebra ℂ A] in
/-- The commutator of an annihilator `a_k` with the hop `a_p* a_q` is `a_q` if `k = p`,
else zero. -/
theorem annihilator_hop {a c : ι → A} (hc : CAR a c) (p q k : ι) :
    a k * (c p * a q) - c p * a q * a k = if k = p then a q else 0 := by
  have h := hc.mixed k p
  split_ifs at h ⊢ <;>
    linear_combination (norm := noncomm_ring) h * a q - c p * hc.annih q k
```

The product rule for commutators then gives

\[
[a_p^*a_q,a_i^*a_k]=\delta_{qi}a_p^*a_k-\delta_{kp}a_i^*a_q,
\]

\[
\begin{aligned}
[a_p^*a_q,a_i^*a_j^*a_la_k]={}&\delta_{qi}a_p^*a_j^*a_la_k+\delta_{qj}a_i^*a_p^*a_la_k\\
&-\delta_{lp}a_i^*a_j^*a_qa_k-\delta_{kp}a_i^*a_j^*a_la_q .
\end{aligned}
\]

In the main proof these are the identities `e` inside `hone` and `htwo`. Without such relations, the commutator need not reduce to one- and two-body strings, and the one- and two-matrices together need not determine its expectation.

## Linearity: the expectation is taken term by term

The type `A →ₗ[ℂ] ℂ` makes \(w\) linear, as \(\mathrm{Tr}(\rho\,\cdot)\) is. Positivity and normalisation are not required, so \(w\) need not be a physical state. The one-body part becomes

\[
\sum_k h(q,k)g(p,k)-\sum_i h(i,p)g(i,q)=(gh^T-h^Tg)(p,q).
\]

With \(\Gamma(ij,kl)=w(a_i^*a_j^*a_la_k)\), the two-body part is

\[
\begin{aligned}
\tfrac12\Big[&\sum_{jkl}V(qj,kl)\Gamma(pj,kl)+\sum_{ikl}V(iq,kl)\Gamma(ip,kl)\\
&-\sum_{ijk}V(ij,kp)\Gamma(ij,kq)-\sum_{ijl}V(ij,pl)\Gamma(ij,ql)\Big].
\end{aligned}
\]

The proof distributes \(w\) with `map_add`, `map_sum` and `map_smul`; `o1`, `o2` and `t1` to `t4` collapse the deltas. Without linearity, expectations of the separate strings would not fix that of their sum.

## Particle exchange: four sums become two

The hypothesis `hV`, \(V(ij,kl)=V(ji,lk)\), says that the interaction is unchanged when the two particles are relabelled. Since also \(\Gamma(ij,kl)=\Gamma(ji,lk)\), the second sum equals the first and the third equals the fourth. This cancels the factor \(\tfrac12\). The proof does this in `t2` and `t3`.

Without the symmetry, \(H\) still sees only the average of \(V(ij,kl)\) and \(V(ji,lk)\), so a Fock matrix built from the unsymmetrised \(V\) can be wrong.

## Mean-field two-matrix: the sums close on the Fock matrix

`MeanField` says that \(\Gamma(ij,kl)=g(i,k)g(j,l)-g(i,l)g(j,k)\), as for a Slater determinant. Swapping the labels \(k,l\) in the exchange term gives

\[
\sum_{jkl}V(qj,kl)\Gamma(pj,kl)=\sum_k g(p,k)u(q,k)=(gu^T)(p,q).
\]

```lean
omit [DecidableEq ι] in
/-- Contracting the interaction with a mean-field two-matrix over all but the first index gives the
transposed Coulomb minus exchange field multiplied by `g` from the left. -/
theorem field_left (V : ι → ι → ι → ι → ℂ) (g : Matrix ι ι ℂ) (p q : ι) :
    ∑ j, ∑ k, ∑ l, V q j k l * wedge g p j k l =
      ∑ k, g p k * ∑ j, ∑ l, (V q j k l - V q j l k) * g j l := by
  simp only [Finset.mul_sum]
  refine Eq.trans ?_ Finset.sum_comm
  refine Finset.sum_congr rfl fun j _ => ?_
  -- the exchange term needs its two summation labels swapped
  have hs : ∑ k, ∑ l, V q j k l * (g p l * g j k) =
      ∑ k, ∑ l, V q j l k * (g p k * g j l) := Finset.sum_comm
  simp only [wedge, mul_sub, sub_mul, Finset.sum_sub_distrib]
  rw [hs]
  congr 1 <;> exact Finset.sum_congr rfl fun k _ => Finset.sum_congr rfl fun l _ => by ring
```

In the other sum, swapping \(i,j\) in the exchange term and using `hV` once more gives

\[
\sum_{ijl}V(ij,pl)\Gamma(ij,ql)=\sum_i u(i,p)g(i,q)=(u^Tg)(p,q).
\]

```lean
omit [DecidableEq ι] in
/-- Contracting the interaction with a mean-field two-matrix over all but the third index gives the
transposed Coulomb minus exchange field multiplied by `g` from the right. -/
theorem field_right (V : ι → ι → ι → ι → ℂ) (hV : ∀ i j k l, V i j k l = V j i l k)
    (g : Matrix ι ι ℂ) (p q : ι) :
    ∑ i, ∑ j, ∑ l, V i j p l * wedge g i j q l =
      ∑ i, (∑ j, ∑ l, (V i j p l - V i j l p) * g j l) * g i q := by
  have hs : ∑ i, ∑ j, ∑ l, V i j p l * (g i l * g j q) =
      ∑ i, ∑ j, ∑ l, V i j l p * (g j l * g i q) := by
    refine Finset.sum_comm.trans ?_
    exact Finset.sum_congr rfl fun y _ => Finset.sum_congr rfl fun x _ =>
      Finset.sum_congr rfl fun l _ => by rw [hV x y p l]
  simp only [wedge, mul_sub, sub_mul, Finset.sum_mul, Finset.sum_sub_distrib]
  rw [hs]
  congr 1 <;> exact Finset.sum_congr rfl fun i _ => Finset.sum_congr rfl fun j _ =>
    Finset.sum_congr rfl fun l _ => by ring
```

Adding the one-body part turns \(u\) into \(f\), which is the main theorem. Its proof writes out the commutator with \(H\) in `hH`, takes expectations and finishes with the two field lemmas.

```lean
/-- For a mean-field two-matrix, the expectation of `[a_p* a_q, H]` is the `(p,q)` entry of the
commutator of the one-matrix with the transposed Fock matrix. -/
theorem expectation_commutator {a c : ι → A} (hc : CAR a c) (h : Matrix ι ι ℂ)
    (V : ι → ι → ι → ι → ℂ) (hV : ∀ i j k l, V i j k l = V j i l k)
    (w : A →ₗ[ℂ] ℂ) (hw : MeanField w a c) (p q : ι) :
    w (c p * a q * hamiltonian h V a c - hamiltonian h V a c * (c p * a q)) =
      (oneMatrix w a c * (fock h V (oneMatrix w a c))ᵀ -
        (fock h V (oneMatrix w a c))ᵀ * oneMatrix w a c) p q := by
  have hg : ∀ i k, w (c i * a k) = oneMatrix w a c i k := fun _ _ => rfl
  have hD : ∀ i j k l, w (c i * c j * a l * a k) = wedge (oneMatrix w a c) i j k l := hw
  generalize oneMatrix w a c = g at hg hD ⊢
  -- the commutator with H, term by term
  have hH : c p * a q * hamiltonian h V a c - hamiltonian h V a c * (c p * a q) =
      ∑ i, ∑ k, h i k • (c p * a q * (c i * a k) - c i * a k * (c p * a q)) +
      (1 / 2 : ℂ) • ∑ i, ∑ j, ∑ k, ∑ l, V i j k l •
        (c p * a q * (c i * c j * a l * a k) - c i * c j * a l * a k * (c p * a q)) := by
    simp only [hamiltonian, mul_add, add_mul, Finset.mul_sum, Finset.sum_mul, mul_smul_comm,
      smul_mul_assoc, smul_sub, Finset.sum_sub_distrib]
    abel
  have hone : ∀ i k, w (c p * a q * (c i * a k) - c i * a k * (c p * a q)) =
      (if q = i then g p k else 0) - (if k = p then g i q else 0) := by
    intro i k
    have e : c p * a q * (c i * a k) - c i * a k * (c p * a q) =
        (if q = i then c p else 0) * a k - c i * (if k = p then a q else 0) := by
      rw [← hop_creator hc p q i, ← annihilator_hop hc p q k]
      noncomm_ring
    rw [e]
    split_ifs <;> simp [hg]
  have htwo : ∀ i j k l,
      w (c p * a q * (c i * c j * a l * a k) - c i * c j * a l * a k * (c p * a q)) =
      (if q = i then wedge g p j k l else 0) + (if q = j then wedge g i p k l else 0) -
      (if l = p then wedge g i j k q else 0) - (if k = p then wedge g i j q l else 0) := by
    intro i j k l
    have e : c p * a q * (c i * c j * a l * a k) - c i * c j * a l * a k * (c p * a q) =
        (if q = i then c p else 0) * c j * a l * a k +
        c i * (if q = j then c p else 0) * a l * a k -
        c i * c j * (if l = p then a q else 0) * a k -
        c i * c j * a l * (if k = p then a q else 0) := by
      rw [← hop_creator hc p q i, ← hop_creator hc p q j, ← annihilator_hop hc p q l,
        ← annihilator_hop hc p q k]
      noncomm_ring
    rw [e]
    split_ifs <;> simp [hD]
  -- collapse the Kronecker deltas
  have o1 : ∑ i, ∑ k, h i k * (if q = i then g p k else 0) = ∑ k, g p k * h q k := by
    refine (Fintype.sum_eq_single q ?_).trans ?_
    · intro i hi
      simp [hi.symm]
    · simp [mul_comm]
  have o2 : ∑ i, ∑ k, h i k * (if k = p then g i q else 0) = ∑ i, h i p * g i q := by
    simp
  have t1 : ∑ i, ∑ j, ∑ k, ∑ l, V i j k l * (if q = i then wedge g p j k l else 0) =
      ∑ j, ∑ k, ∑ l, V q j k l * wedge g p j k l := by
    refine (Fintype.sum_eq_single q ?_).trans ?_
    · intro i hi
      simp [hi.symm]
    · simp
  -- exchanging the two particles identifies the remaining sums
  have t2 : ∑ i, ∑ j, ∑ k, ∑ l, V i j k l * (if q = j then wedge g i p k l else 0) =
      ∑ j, ∑ k, ∑ l, V q j k l * wedge g p j k l := by
    refine Finset.sum_congr rfl fun i _ => ?_
    refine (Fintype.sum_eq_single q ?_).trans ?_
    · intro j hj
      simp [hj.symm]
    · simp only [if_true]
      refine Finset.sum_comm.trans ?_
      refine Finset.sum_congr rfl fun y _ => Finset.sum_congr rfl fun x _ => ?_
      rw [hV i q x y]
      simp only [wedge]
      ring
  have t4 : ∑ i, ∑ j, ∑ k, ∑ l, V i j k l * (if k = p then wedge g i j q l else 0) =
      ∑ i, ∑ j, ∑ l, V i j p l * wedge g i j q l := by
    refine Finset.sum_congr rfl fun i _ => Finset.sum_congr rfl fun j _ => ?_
    refine (Fintype.sum_eq_single p ?_).trans ?_
    · intro k hk
      simp [hk]
    · simp
  have t3 : ∑ i, ∑ j, ∑ k, ∑ l, V i j k l * (if l = p then wedge g i j k q else 0) =
      ∑ i, ∑ j, ∑ l, V i j p l * wedge g i j q l := by
    simp only [mul_ite, mul_zero, Finset.sum_ite_eq', Finset.mem_univ, if_true]
    refine Finset.sum_comm.trans ?_
    refine Finset.sum_congr rfl fun y _ => Finset.sum_congr rfl fun x _ =>
      Finset.sum_congr rfl fun k _ => ?_
    rw [hV x y k p]
    simp only [wedge]
    ring
  rw [hH]
  simp only [map_add, map_sum, map_smul, smul_eq_mul, hone, htwo]
  simp only [mul_add, mul_sub, Finset.sum_add_distrib, Finset.sum_sub_distrib]
  rw [o1, o2, t1, t2, t3, t4, field_left, field_right V hV]
  simp only [Matrix.sub_apply, Matrix.mul_apply, Matrix.transpose_apply, fock, Matrix.of_apply,
    mul_add, add_mul, Finset.sum_add_distrib]
  ring
```

For a correlated state, the difference between \(\Gamma\) and the antisymmetrised product contributes further terms, and a vanishing \(fD-Df\) need not make the commutator expectations vanish.

Requiring all entries to vanish gives the matrix equation \(gf^T=f^Tg\).

```lean
/-- Brillouin condition for a mean-field two-matrix: all `[a_p* a_q, H]` have zero expectation
exactly when the one-matrix commutes with the transposed Fock matrix. -/
theorem brillouin_iff_commute {a c : ι → A} (hc : CAR a c) (h : Matrix ι ι ℂ)
    (V : ι → ι → ι → ι → ℂ) (hV : ∀ i j k l, V i j k l = V j i l k)
    (w : A →ₗ[ℂ] ℂ) (hw : MeanField w a c) :
    (∀ p q, w (c p * a q * hamiltonian h V a c - hamiltonian h V a c * (c p * a q)) = 0) ↔
      oneMatrix w a c * (fock h V (oneMatrix w a c))ᵀ =
        (fock h V (oneMatrix w a c))ᵀ * oneMatrix w a c := by
  simp only [expectation_commutator hc h V hV w hw]
  rw [← sub_eq_zero]
  exact ⟨fun H => Matrix.ext H, fun H p q => by rw [H]; rfl⟩
```

Brillouin's theorem is usually quoted for an optimised Hartree–Fock determinant, which has no Hamiltonian matrix element with its single excitations. The equivalence above involves no minimisation; the link to it is the first-order change of the energy under orbital rotations.

## Diagonal one-matrix: only unequal occupations matter

The last hypothesis, `hn`, puts the one-matrix in its natural orbitals, with occupations \(n_p\). It is used only here, where the expectation becomes

\[
(n_p-n_q)\,f(q,p).
\]

This is `key` in the proof. It vanishes for all \(p,q\) exactly when \(f\) does not couple orbitals of different occupation. For a determinant, these are the occupied–virtual couplings. Without a diagonal \(g\), the test is the matrix equation above.

```lean
/-- For a mean-field two-matrix whose one-matrix is diagonal with occupations `n`, all `[a_p* a_q,
H]` have zero expectation exactly when the Fock matrix does not couple orbitals of different
occupation. -/
theorem brillouin_iff_uncoupled {a c : ι → A} (hc : CAR a c) (h : Matrix ι ι ℂ)
    (V : ι → ι → ι → ι → ℂ) (hV : ∀ i j k l, V i j k l = V j i l k)
    (w : A →ₗ[ℂ] ℂ) (hw : MeanField w a c) (n : ι → ℂ)
    (hn : oneMatrix w a c = Matrix.diagonal n) :
    (∀ p q, w (c p * a q * hamiltonian h V a c - hamiltonian h V a c * (c p * a q)) = 0) ↔
      ∀ p q, n p ≠ n q → fock h V (Matrix.diagonal n) q p = 0 := by
  -- the expectation is the occupation difference times a Fock matrix element
  have key : ∀ p q, w (c p * a q * hamiltonian h V a c - hamiltonian h V a c * (c p * a q)) =
      (n p - n q) * fock h V (Matrix.diagonal n) q p := by
    intro p q
    rw [expectation_commutator hc h V hV w hw, hn, Matrix.sub_apply, Matrix.diagonal_mul,
      Matrix.mul_diagonal, Matrix.transpose_apply]
    ring
  simp only [key, mul_eq_zero, sub_eq_zero]
  exact ⟨fun H p q hpq => (H p q).resolve_left hpq, fun H p q => or_iff_not_imp_left.2 (H p q)⟩
```

## Two modes with occupations 1 and 1/2

A small example satisfies the conditions on the operators and on \(w\). The four basis states are empty, mode 0 filled, mode 1 filled and both filled.

```lean
/-- Integer matrices of the annihilators of two fermionic modes. -/
def lower : Fin 2 → Matrix (Fin 4) (Fin 4) ℤ :=
  ![!![0, 1, 0, 0; 0, 0, 0, 0; 0, 0, 0, 1; 0, 0, 0, 0],
    !![0, 0, 1, 0; 0, 0, 0, -1; 0, 0, 0, 0; 0, 0, 0, 0]]

/-- Integer matrices read as complex matrices. -/
def toC : Matrix (Fin 4) (Fin 4) ℤ →+* Matrix (Fin 4) (Fin 4) ℂ :=
  (Int.castRingHom ℂ).mapMatrix
```

The functional is the equal mixture of the second and fourth states. Mode 0 is always filled and mode 1 half the time.

```lean
/-- The equal mixture of the second and the fourth basis state. -/
def mixture : Matrix (Fin 4) (Fin 4) ℂ →ₗ[ℂ] ℂ where
  toFun y := (y 1 1 + y 3 3) / 2
  map_add' x y := by simp only [Matrix.add_apply]; ring
  map_smul' r y := by simp only [Matrix.smul_apply, smul_eq_mul, RingHom.id_apply]; ring

/-- The sum of the second and the fourth diagonal entry of an integer matrix. -/
def diagSum (M : Matrix (Fin 4) (Fin 4) ℤ) : ℤ := M 1 1 + M 3 3
```

The two-matrix is non-zero, with \(\Gamma(01,01)=\tfrac12\), and the occupations differ. The proof checks the matrix identities over the integers by `decide +kernel` and carries them to complex matrices through `toC`.

```lean
/-- The two-mode matrices obey the anticommutation relations, and the mixture has a mean-field
two-matrix and a diagonal one-matrix with occupations `1` and `1/2`. -/
theorem meanField_witness :
    CAR (fun i => toC (lower i)) (fun i => toC (lower i)ᵀ) ∧
    MeanField mixture (fun i => toC (lower i)) (fun i => toC (lower i)ᵀ) ∧
    oneMatrix mixture (fun i => toC (lower i)) (fun i => toC (lower i)ᵀ) =
      Matrix.diagonal ![1, 1 / 2] := by
  have hm : ∀ M, mixture (toC M) = (diagSum M : ℂ) / 2 := by
    intro M
    simp [mixture, toC, diagSum]
  -- all matrix identities are checked over the integers
  have k1 : ∀ i j, lower i * lower j + lower j * lower i = 0 := by decide +kernel
  have k2 : ∀ i j, (lower i)ᵀ * (lower j)ᵀ + (lower j)ᵀ * (lower i)ᵀ = 0 := by decide +kernel
  have k3 : ∀ i j, lower i * (lower j)ᵀ + (lower j)ᵀ * lower i = if i = j then 1 else 0 := by
    decide +kernel
  have k4 : ∀ i j k l, 2 * diagSum ((lower i)ᵀ * (lower j)ᵀ * lower l * lower k) =
      diagSum ((lower i)ᵀ * lower k) * diagSum ((lower j)ᵀ * lower l) -
      diagSum ((lower i)ᵀ * lower l) * diagSum ((lower j)ᵀ * lower k) := by decide +kernel
  have k5 : ∀ i k, diagSum ((lower i)ᵀ * lower k) =
      if i = k then (if i = 0 then 2 else 1) else 0 := by decide +kernel
  refine ⟨⟨fun i j => ?_, fun i j => ?_, fun i j => ?_⟩, fun i j k l => ?_, ?_⟩
  · simp only [← map_mul, ← map_add, k1, map_zero]
  · simp only [← map_mul, ← map_add, k2, map_zero]
  · simp only [← map_mul, ← map_add, k3]
    split_ifs <;> simp only [map_one, map_zero]
  · have e := congrArg (Int.cast : ℤ → ℂ) (k4 i j k l)
    push_cast at e
    simp only [wedge, oneMatrix, Matrix.of_apply, ← map_mul, hm]
    linear_combination e / 4
  · ext i k
    simp only [oneMatrix, Matrix.of_apply, ← map_mul, hm, k5]
    fin_cases i <;> fin_cases k <;> simp

end

end MeanFieldBrillouin
```

```lean
#print axioms MeanFieldBrillouin.brillouin_iff_commute
-- 'MeanFieldBrillouin.brillouin_iff_commute' depends on axioms: [propext, Classical.choice, Quot.sound]
#print axioms MeanFieldBrillouin.brillouin_iff_uncoupled
-- 'MeanFieldBrillouin.brillouin_iff_uncoupled' depends on axioms: [propext, Classical.choice, Quot.sound]
```
